# For positive hopping and repulsion, the Hubbard dimer's doubles amplitude equation has exactly one root of modulus below one

The theorem `small_root_iff` concerns the coupled-cluster doubles amplitude equation of the Hubbard dimer, U/2 + 4ht − Ut²/2 = 0, with hopping h > 0, repulsion U > 0 and a real amplitude t. It says that t solves this equation with |t| < 1 exactly when t = (4h − √(16h² + U²))/U. The equation is taken as given and is not derived from a Hamiltonian. Writing s for the square root, the attempt factorises the quadratic and rules out the other root, (4h + s)/U, because it exceeds one. For the converse it checks that the stated value solves the equation, then tries to get |t| < 1 from the bounds U < s < 4h + U.

The failing Lean file:

```lean
import Mathlib

open Matrix Filter Topology Set

namespace HubbardDimerCoupledCluster

noncomputable section

/-- The left-hand side of the doubles amplitude equation. -/
def residual (h U t : ℝ) : ℝ := U / 2 + 4 * h * t - U * t ^ 2 / 2

/-- The closed-form doubles amplitude, for `U ≠ 0`. -/
def amplitude (h U : ℝ) : ℝ := (4 * h - √(16 * h ^ 2 + U ^ 2)) / U

/-- For positive hopping and repulsion the square root lies strictly between `U` and `4h + U`. -/
theorem sqrt_bounds {h U : ℝ} (hh : 0 < h) (hU : 0 < U) :
    U < √(16 * h ^ 2 + U ^ 2) ∧ √(16 * h ^ 2 + U ^ 2) < 4 * h + U := by
  constructor
  · rw [Real.lt_sqrt hU.le]
    nlinarith [pow_pos hh 2]
  · rw [Real.sqrt_lt' (by positivity)]
    nlinarith [mul_pos hh hU]

/-- The closed-form amplitude is the only solution of the amplitude equation with modulus
below one. -/
theorem small_root_iff {h U : ℝ} (hh : 0 < h) (hU : 0 < U) (t : ℝ) :
    (residual h U t = 0 ∧ |t| < 1) ↔ t = amplitude h U := by
  obtain ⟨hlo, hhi⟩ := sqrt_bounds hh hU
  have hs : √(16 * h ^ 2 + U ^ 2) ^ 2 = 16 * h ^ 2 + U ^ 2 := Real.sq_sqrt (by positivity)
  unfold amplitude
  set s := √(16 * h ^ 2 + U ^ 2)
  constructor
  · rintro ⟨hr, ht⟩
    unfold residual at hr
    have hf : (t * U - 4 * h - s) * (t * U - 4 * h + s) = 0 := by
      linear_combination (-2 * U) * hr - hs
    rcases mul_eq_zero.mp hf with h1 | h1
    · -- the other root exceeds one
      have := mul_lt_mul_of_pos_right (abs_lt.mp ht).2 hU
      linarith
    · rw [eq_div_iff hU.ne']
      linarith
  · intro ht
    have htU : t * U = 4 * h - s := by rw [ht, div_mul_cancel₀ _ hU.ne']
    refine ⟨?_, ?_⟩
    · have hz : U * residual h U t = 0 := by
        unfold residual
        linear_combination (-1 / 2) * (t * U - 4 * h - s) * htU - (1 / 2) * hs
      exact (mul_eq_zero.mp hz).resolve_left hU.ne'
    · rw [ht, abs_lt, lt_div_iff₀ hU, div_lt_iff₀ hU]
      constructor <;> linarith

end

end HubbardDimerCoupledCluster
```

Lean reports:

```
Main.lean:51:22: error: linarith failed to find a contradiction
case mpr.refine_2.right
h U : ℝ
hh : 0 < h
hU : 0 < U
t : ℝ
s : ℝ := √(16 * h ^ 2 + U ^ 2)
hlo : U < s
hhi : s < 4 * h + U
hs : s ^ 2 = 16 * h ^ 2 + U ^ 2
ht : t = (4 * h - s) / U
htU : t * U = 4 * h - s
a✝ : 1 * U ≤ 4 * h - s
⊢ False
failed
```

Cause. The error is in the last step of the converse, in the upper half of |t| < 1. After multiplying through by U, the goal is 4h − s < 1 * U, and `linarith` cannot refute its negation.

The linear bounds `hlo` and `hhi` do not imply this goal: h = 1, U = 1, s = 2 satisfies both, yet 4h − s = 2. These numbers violate `hs`, which says s² = 16h² + U², but `linarith` does not do the nonlinear reasoning needed to get from that equation between squares to a bound on s itself.

The repair proves the missing bound, `h4 : 4 * h < s`, first. `lt_of_pow_lt_pow_left₀` reduces it to (4h)² < s², given that s is nonnegative, which follows from 0 < U < s. `nlinarith` then proves the inequality of squares, helped by the supplied fact that U² is positive. With `h4` in context, 4h − s is negative and so less than U, and the final `linarith` succeeds. The `rw` line is unchanged except for its position.

Fix (accepted with no message):

```diff
@@ -48,5 +48,8 @@
         linear_combination (-1 / 2) * (t * U - 4 * h - s) * htU - (1 / 2) * hs
       exact (mul_eq_zero.mp hz).resolve_left hU.ne'
-    · rw [ht, abs_lt, lt_div_iff₀ hU, div_lt_iff₀ hU]
+    · have h4 : 4 * h < s := by
+        apply lt_of_pow_lt_pow_left₀ 2 (hU.trans hlo).le
+        nlinarith [pow_pos hU 2]
+      rw [ht, abs_lt, lt_div_iff₀ hU, div_lt_iff₀ hU]
       constructor <;> linarith
 
```
